# n Lanczos vectors reproduce the moments of a Hermitian operator in the starting vector up to order 2n−1

Let E be a complex inner product space of any dimension, with ⟨x, y⟩ conjugate-linear in x. H is a linear operator defined on all of E. The vectors q_0, …, q_(n−1) are indexed from zero, as `Fin n` does in Lean.

```lean
import Mathlib

open Polynomial

namespace LanczosGaussQuadrature

noncomputable section

variable {E : Type*} [NormedAddCommGroup E] [InnerProductSpace ℂ E] {n : ℕ}
```

The structure `IsLanczosBasis H q` collects three assumptions. H is symmetric, meaning ⟨Hx, y⟩ = ⟨x, Hy⟩; the q_k are orthonormal; and for k+1 < n the vector H q_k lies in the span of q_0, …, q_(k+1). The third condition holds when each new vector is made by orthogonalising H q_k against its predecessors and normalising. Nothing is asked of H q_(n−1), so the span of the q_k need not be invariant. The family is assumed given; the algorithm that generates it is not modelled.

```lean
/-- Lanczos vectors of a Hermitian operator `H`: an orthonormal family in which `H` maps each
vector except the last into the span of the vectors up to the next one. -/
structure IsLanczosBasis (H : Module.End ℂ E) (q : Fin n → E) : Prop where
  symmetric : LinearMap.IsSymmetric H
  orthonormal : Orthonormal ℂ q
  step : ∀ k : Fin n, k.val + 1 < n →
    H (q k) ∈ Submodule.span ℂ (q '' {j | j.val ≤ k.val + 1})
```

The projected Hamiltonian T is the n × n matrix with entries T_jk = ⟨q_j, H q_k⟩, called `projected H q`.

```lean
/-- The projected Hamiltonian `T_jk = ⟨q_j, H q_k⟩`. -/
def projected (H : Module.End ℂ E) (q : Fin n → E) : Matrix (Fin n) (Fin n) ℂ :=
  Matrix.of fun j k => inner ℂ (q j) (H (q k))
```

## (a) Hermiticity of T

Show that T equals its conjugate transpose:

conj(T_ji) = T_ij.

Conjugation swaps the arguments of the inner product, and symmetry then moves H:

conj⟨q_j, H q_i⟩ = ⟨H q_i, q_j⟩ = ⟨q_i, H q_j⟩.

In Lean these two moves are `inner_conj_symm` and `h.symmetric`.

```lean
variable {H : Module.End ℂ E} {q : Fin n → E}

/-- The projected Hamiltonian is a Hermitian matrix. -/
theorem projected_isHermitian (h : IsLanczosBasis H q) : (projected H q).IsHermitian := by
  refine Matrix.IsHermitian.ext fun i j => ?_
  show starRingEnd ℂ (inner ℂ (q j) (H (q i))) = inner ℂ (q i) (H (q j))
  rw [inner_conj_symm]
  exact h.symmetric _ _
```

## (b) Entries far from the diagonal

Show that T is tridiagonal:

T_jk = T_kj = 0 for j > k+1.

Since j < n, also k+1 < n, so H q_k is a combination of q_0, …, q_(k+1). Each of these is orthogonal to q_j, hence T_jk = 0. Part (a) gives T_kj = 0. The auxiliary statement `key` proves the orthogonality for the whole span by induction over its elements.

```lean
/-- The projected Hamiltonian is tridiagonal: entries more than one place away from the
diagonal vanish. -/
theorem projected_tridiagonal (h : IsLanczosBasis H q) {j k : Fin n}
    (hjk : k.val + 1 < j.val) : projected H q j k = 0 ∧ projected H q k j = 0 := by
  have key : ∀ x ∈ Submodule.span ℂ (q '' {i | i.val ≤ k.val + 1}), inner ℂ (q j) x = 0 := by
    intro x hx
    induction hx using Submodule.span_induction with
    | mem x hx =>
      obtain ⟨i, hi, rfl⟩ := hx
      have hi' : i.val ≤ k.val + 1 := hi
      exact h.orthonormal.2 (fun e => by rw [e] at hjk; omega)
    | zero => exact inner_zero_right _
    | add x y _ _ hx hy => rw [inner_add_right, hx, hy, add_zero]
    | smul a x _ hx => rw [inner_smul_right, hx, mul_zero]
  have h0 : projected H q j k = 0 := key _ (h.step k (by omega))
  refine ⟨h0, ?_⟩
  rw [← (projected_isHermitian h).apply k j, h0, star_zero]
```

## (c) The action of H on all vectors but the last

Show that, for k+1 < n,

H q_k = ∑_j T_jk q_j.

By assumption H q_k = ∑_j c_j q_j for some coefficients c_j. The inner product with q_j gives c_j = ⟨q_j, H q_k⟩ = T_jk. By (b) at most three terms survive, which is the usual three-term recursion. For k = n−1 the equation can fail, because H q_(n−1) may have a component outside the span.

```lean
/-- The Lanczos recursion: `H q_k = ∑_j T_jk q_j` for every vector except the last. -/
theorem lanczos_recursion (h : IsLanczosBasis H q) (k : Fin n) (hk : k.val + 1 < n) :
    H (q k) = ∑ j, projected H q j k • q j := by
  obtain ⟨c, hc⟩ := (Submodule.mem_span_range_iff_exists_fun ℂ).1
    (Submodule.span_mono (Set.image_subset_range _ _) (h.step k hk))
  have hcoef : ∀ j, projected H q j k = c j := by
    intro j
    show inner ℂ (q j) (H (q k)) = c j
    rw [← hc]
    exact h.orthonormal.inner_right_fintype c j
  simp_rw [hcoef]
  exact hc.symm
```

## (d) How far m hops reach

Show that the first column of T^m vanishes below row m:

(T^m)_j0 = 0 for j > m.

Use induction on m. For m = 0 the matrix is the identity and j ≠ 0. For the next power, let j > m+1 and write

(T^(m+1))_j0 = ∑_k T_jk (T^m)_k0.

If k > m, the second factor vanishes by induction. If k ≤ m, then j > k+1 and the first factor vanishes by (b). The `by_cases` in the proof is this distinction. The assumption `NeZero n` ensures that index 0 exists.

```lean
/-- After `m` applications of the projected Hamiltonian to the first basis vector, the
components beyond position `m` are still zero. -/
theorem krylov_support [NeZero n] (h : IsLanczosBasis H q) (m : ℕ) (j : Fin n)
    (hj : m < j.val) : (projected H q ^ m) j 0 = 0 := by
  induction m generalizing j with
  | zero =>
    have hne : j ≠ 0 := by
      intro h0
      rw [h0] at hj
      simp at hj
    rw [pow_zero, Matrix.one_apply_ne hne]
  | succ m ih =>
    rw [pow_succ', Matrix.mul_apply]
    refine Finset.sum_eq_zero fun k _ => ?_
    by_cases hk : m < k.val
    · rw [ih k hk, mul_zero]
    · rw [(projected_tridiagonal h (by omega)).1, zero_mul]
```

## (e) Krylov vectors in the Lanczos basis

Show that, for m < n,

H^m q_0 = ∑_j (T^m)_j0 q_j.

For m = 0 both sides are q_0. Suppose the formula holds for m, and let m+1 < n. Then

H^(m+1) q_0 = ∑_k (T^m)_k0 H q_k.

By (d) only k ≤ m contributes. For these k we have k+1 < n, so (c) applies:

H^(m+1) q_0 = ∑_j ∑_k T_jk (T^m)_k0 q_j = ∑_j (T^(m+1))_j0 q_j.

The `calc` block follows these lines, and `Finset.sum_comm` exchanges the sums.

```lean
/-- For `m < n` the Krylov vector `H^m q_0` has the components `(T^m)_j0` in the Lanczos
vectors. -/
theorem krylov_vector [NeZero n] (h : IsLanczosBasis H q) (m : ℕ) (hm : m < n) :
    (H ^ m) (q 0) = ∑ j, (projected H q ^ m) j 0 • q j := by
  induction m with
  | zero => simp [Matrix.one_apply]
  | succ m ih =>
    rw [pow_succ', Module.End.mul_apply, ih (by omega), map_sum]
    calc ∑ k, H ((projected H q ^ m) k 0 • q k)
        = ∑ k, ∑ j, (projected H q j k * (projected H q ^ m) k 0) • q j := by
          refine Finset.sum_congr rfl fun k _ => ?_
          by_cases hk : m < k.val
          · simp [krylov_support h m k hk]
          · rw [map_smul, lanczos_recursion h k (by omega), Finset.smul_sum]
            refine Finset.sum_congr rfl fun j _ => ?_
            rw [smul_smul, mul_comm]
      _ = ∑ j, (projected H q ^ (m + 1)) j 0 • q j := by
          rw [Finset.sum_comm]
          refine Finset.sum_congr rfl fun j _ => ?_
          rw [pow_succ', Matrix.mul_apply, Finset.sum_smul]
```

## (f) Moments up to order 2n−1

Show that, for all m ≤ 2n−1,

⟨q_0, H^m q_0⟩ = (T^m)_00.

For m = 0 both sides are 1. For m > 0 write m = a+1+b with a = ⌊(m−1)/2⌋ and b = m−1−a. Both are at most n−1, so (e) applies to H^a q_0 and to H^b q_0. Moving H^a to the left (`hs` in the proof) gives

⟨q_0, H^m q_0⟩ = ⟨H^a q_0, H H^b q_0⟩
= ∑_jk conj((T^a)_j0) T_jk (T^b)_k0
= ∑_jk (T^a)_0j T_jk (T^b)_k0
= (T^m)_00.

The third line uses that T^a is Hermitian. The middle factor is T_jk by definition, even for k = n−1, so the part of H q_(n−1) outside the span does no harm.

```lean
/-- With `n` Lanczos vectors, `⟨q_0, H^m q_0⟩ = (T^m)_00` for all `m ≤ 2n - 1`. -/
theorem lanczos_moments [NeZero n] (h : IsLanczosBasis H q) (m : ℕ) (hm : m < 2 * n) :
    inner ℂ (q 0) ((H ^ m) (q 0)) = (projected H q ^ m) 0 0 := by
  have hs : ∀ (a : ℕ) (x y : E), inner ℂ ((H ^ a) x) y = inner ℂ x ((H ^ a) y) := by
    intro a
    induction a with
    | zero => intro x y; simp
    | succ a ih =>
      intro x y
      have e1 : (H ^ (a + 1)) x = (H ^ a) (H x) := by rw [pow_succ, Module.End.mul_apply]
      have e2 : (H ^ (a + 1)) y = H ((H ^ a) y) := by rw [pow_succ', Module.End.mul_apply]
      rw [e1, e2, ih]
      exact h.symmetric x _
  rcases Nat.eq_zero_or_pos m with rfl | hpos
  · simp [inner_self_eq_norm_sq_to_K, h.orthonormal.1 0]
  -- split the power so that both sides of the inner product are Krylov vectors
  obtain ⟨a, b, ha, hb, rfl⟩ : ∃ a b, a < n ∧ b < n ∧ m = a + (b + 1) :=
    ⟨(m - 1) / 2, m - 1 - (m - 1) / 2, by omega, by omega, by omega⟩
  have e : (H ^ (a + (b + 1))) (q 0) = (H ^ a) (H ((H ^ b) (q 0))) := by
    rw [pow_add, pow_succ', Module.End.mul_apply, Module.End.mul_apply]
  rw [e, ← hs, krylov_vector h a ha, krylov_vector h b hb, map_sum, sum_inner, pow_add,
    pow_succ', Matrix.mul_apply]
  refine Finset.sum_congr rfl fun j _ => ?_
  rw [inner_smul_left, inner_sum, Matrix.mul_apply, starRingEnd_apply,
    ((projected_isHermitian h).pow a).apply 0 j]
  congr 1
  refine Finset.sum_congr rfl fun k _ => ?_
  rw [map_smul, inner_smul_right, mul_comm]
  rfl
```

## (g) Quadrature from the eigenvectors of T

Let U be unitary and θ_i real with T U = U diag(θ_i). Show that, for every complex polynomial p of degree at most 2n−1,

⟨q_0, p(H) q_0⟩ = ∑_i |U_0i|² p(θ_i).

Repeated use of the eigenvalue equation gives T^m = U diag(θ_i^m) U†, hence

(T^m)_00 = ∑_i |U_0i|² θ_i^m.

This is `hmom`. With p(x) = ∑_m c_m x^m, part (f) gives

⟨q_0, p(H) q_0⟩ = ∑_m c_m (T^m)_00 = ∑_i |U_0i|² p(θ_i).

The theorem takes U and θ as given; they exist because T is Hermitian. It states exactness on polynomials and constructs no spectral measure.

```lean
/-- If a unitary `U` diagonalises `T` with real eigenvalues `θ_i`, then
`⟨q_0, p(H) q_0⟩ = ∑_i |U_0i|² p(θ_i)` for every polynomial `p` of degree at most `2n - 1`. -/
theorem gauss_quadrature [NeZero n] (h : IsLanczosBasis H q) {U : Matrix (Fin n) (Fin n) ℂ}
    {θ : Fin n → ℝ} (hU : U ∈ Matrix.unitaryGroup (Fin n) ℂ)
    (hT : projected H q * U = U * Matrix.diagonal (fun i => (θ i : ℂ)))
    (p : ℂ[X]) (hp : p.natDegree < 2 * n) :
    inner ℂ (q 0) ((aeval H p) (q 0)) = ∑ i, (‖U 0 i‖ : ℂ) ^ 2 * p.eval (θ i : ℂ) := by
  -- the moments of `T` in its eigenbasis
  have hmom : ∀ m : ℕ, (projected H q ^ m) 0 0 = ∑ i, (‖U 0 i‖ : ℂ) ^ 2 * (θ i : ℂ) ^ m := by
    intro m
    have h1 : projected H q ^ m * U = U * Matrix.diagonal (fun i => (θ i : ℂ) ^ m) := by
      induction m with
      | zero => simp
      | succ m ih =>
        rw [pow_succ, Matrix.mul_assoc, hT, ← Matrix.mul_assoc, ih, Matrix.mul_assoc,
          Matrix.diagonal_mul_diagonal]
        simp only [pow_succ]
    have h2 : projected H q ^ m = U * Matrix.diagonal (fun i => (θ i : ℂ) ^ m) * star U := by
      rw [← h1, Matrix.mul_assoc, Matrix.mem_unitaryGroup_iff.mp hU, Matrix.mul_one]
    rw [h2, Matrix.mul_apply]
    refine Finset.sum_congr rfl fun i _ => ?_
    have h3 : U 0 i * star (U 0 i) = (‖U 0 i‖ : ℂ) ^ 2 := by
      rw [Complex.star_def, Complex.mul_conj, Complex.normSq_eq_norm_sq, Complex.ofReal_pow]
    rw [Matrix.mul_diagonal, Matrix.star_apply]
    linear_combination (θ i : ℂ) ^ m * h3
  -- expand the polynomial and use exactness moment by moment
  have hsum : inner ℂ (q 0) ((aeval H p) (q 0)) =
      ∑ m ∈ Finset.range (p.natDegree + 1), p.coeff m * (projected H q ^ m) 0 0 := by
    rw [aeval_eq_sum_range, LinearMap.sum_apply, inner_sum]
    refine Finset.sum_congr rfl fun m hm => ?_
    have hm' := Finset.mem_range.mp hm
    rw [LinearMap.smul_apply, inner_smul_right, lanczos_moments h m (by omega)]
  rw [hsum]
  simp_rw [hmom, eval_eq_sum_range, Finset.mul_sum]
  rw [Finset.sum_comm]
  refine Finset.sum_congr rfl fun i _ => Finset.sum_congr rfl fun m _ => ?_
  ring
```

To compute a local density of states in an orthonormal tight-binding basis, take q_0 to be a site orbital. One stores the diagonal and subdiagonal of T, calls a tridiagonal eigensolver, and takes the squared moduli of the first components of the normalised eigenvectors as weights. In exact arithmetic, this gives the moments of the local density of states at that orbital up to order 2n−1. Rounding errors spoil the orthonormality assumed here, and a broadened peak is not a polynomial, so the theorem does not guarantee exactness for it.

## (h) Two Lanczos vectors on a three-site chain

Take an open chain with unit hopping and zero on-site energies:

H(x_0, x_1, x_2) = (x_1, x_0 + x_2, x_1).

```lean
/-- Nearest-neighbour hopping on an open chain of three sites. -/
def hopping : Module.End ℂ (EuclideanSpace ℂ (Fin 3)) where
  toFun x := !₂[x 1, x 0 + x 2, x 1]
  map_add' x y := by
    ext i
    fin_cases i <;> simp
    ring
  map_smul' a x := by
    ext i
    fin_cases i <;> simp [mul_add]
```

Show that the site states e_0, e_1 form a Lanczos family with n = 2, the span condition being met by

H e_0 = e_1.

The site states are orthonormal, and H is symmetric because its matrix is real and symmetric. Only k = 0 needs the span condition, and e_1 is in the span. Since H e_1 = e_0 + e_2, the span is not invariant.

```lean
/-- The first two site states of the three-site chain are Lanczos vectors of the hopping
operator. -/
theorem isLanczosBasis_witness :
    IsLanczosBasis hopping
      (fun k : Fin 2 => EuclideanSpace.single (Fin.castSucc k) (1 : ℂ)) where
  symmetric := by
    intro x y
    simp [hopping, PiLp.inner_apply, Fin.sum_univ_succ]
    ring
  orthonormal := by
    rw [orthonormal_iff_ite]
    intro i j
    fin_cases i <;> fin_cases j <;> simp [EuclideanSpace.inner_single_left]
  step := by
    intro k hk
    have hk0 : k = 0 := Fin.ext (by simp; omega)
    subst hk0
    refine Submodule.subset_span ⟨1, by simp, ?_⟩
    ext i
    fin_cases i <;> simp [hopping]

end

end LanczosGaussQuadrature
```

A direct calculation by hand gives the first disagreement in this example: the fourth moment of H in e_0 is 2, while (T⁴)_00 = 1.

```lean
#print axioms LanczosGaussQuadrature.lanczos_moments
-- 'LanczosGaussQuadrature.lanczos_moments' depends on axioms: [propext, Classical.choice, Quot.sound]
#print axioms LanczosGaussQuadrature.gauss_quadrature
-- 'LanczosGaussQuadrature.gauss_quadrature' depends on axioms: [propext, Classical.choice, Quot.sound]
```
